# The Miura map sends smooth modified KdV solutions to KdV solutions

To deform a one-dimensional Schrödinger potential \(u(x,t)\) along the Korteweg–de Vries (KdV) flow, one can, if it has the form \(u = v^2 + \sigma v_x + \lambda\) with a smooth real field \(v\) and \(\sigma = \pm1\) (for smooth \(u\) this holds, with \(v = \sigma\psi_x/\psi\), when \(-\psi_{xx}+u\psi=\lambda\psi\) has a nodeless real solution, which not every potential admits), evolve \(v\) by the modified equation \(M_\lambda[v] = 0\) defined below, provided a smooth solution exists, and read off \(u\) afterwards. Here \(\lambda\) is a real constant, other real values of \(\sigma\) appear below only to show where \(\sigma^2 = 1\) is needed, subscripts are partial derivatives, and \(t\) labels the deformation; it is not the time of quantum dynamics. The step rests on an identity between
\[ K[u] = u_t - 6uu_x + u_{xxx}, \qquad M_\lambda[v] = v_t - 6(v^2+\lambda)v_x + v_{xxx}, \]
valid for smooth \(v\) and \(\sigma^2 = 1\):
\[ K[v^2+\sigma v_x+\lambda] = (2v + \sigma\partial_x)\,M_\lambda[v]. \]
The Miura map proper is \(\sigma = 1\), \(\lambda = 0\).

In Lean 4 with Mathlib:

```lean
import Mathlib

open Function Filter
open scoped ContDiff Topology

namespace MiuraMap

noncomputable section
```

A field is a function `f x t` of two real arguments, defined on the whole plane. `dx` and `dt` differentiate it with the other argument held fixed.

```lean
/-- A real field `f x t` is smooth jointly in position and time. -/
def SmoothField (f : ℝ → ℝ → ℝ) : Prop := ContDiff ℝ ∞ (uncurry f)

/-- Partial derivative with respect to position. -/
def dx (f : ℝ → ℝ → ℝ) (x t : ℝ) : ℝ := deriv (fun y => f y t) x

/-- Partial derivative with respect to time. -/
def dt (f : ℝ → ℝ → ℝ) (x t : ℝ) : ℝ := deriv (fun s => f x s) t
```

`kdv`, `mkdv lam` and `miura σ lam` are \(K\), \(M_\lambda\) and the map \(v \mapsto u\). The signs fix the convention in which \(u\) enters the operator \(-\partial_x^2 + u\), with \(\hbar^2/2m = 1\). The constant \(\lambda\) is unrestricted: it shifts the potential, adds a uniform drift \(-6\lambda v_x\) to the modified equation, and reappears below as an energy. `kink κ c` is an example with inverse width \(\kappa\) and speed \(c\).

```lean
/-- The KdV expression `u_t - 6 u u_x + u_xxx`. -/
def kdv (u : ℝ → ℝ → ℝ) (x t : ℝ) : ℝ :=
  dt u x t - 6 * u x t * dx u x t + dx (dx (dx u)) x t

/-- The expression `v_t - 6 (v² + lam) v_x + v_xxx`; for `lam = 0` it is the modified KdV
expression. -/
def mkdv (lam : ℝ) (v : ℝ → ℝ → ℝ) (x t : ℝ) : ℝ :=
  dt v x t - 6 * (v x t ^ 2 + lam) * dx v x t + dx (dx (dx v)) x t

/-- The Miura map `u = v² + σ v_x + lam`. -/
def miura (σ lam : ℝ) (v : ℝ → ℝ → ℝ) (x t : ℝ) : ℝ := v x t ^ 2 + σ * dx v x t + lam

/-- The travelling kink `κ tanh (κ (x - c t))`. -/
def kink (κ c x t : ℝ) : ℝ := κ * Real.tanh (κ * (x - c * t))
```

## Joint smoothness of \(v\)

`SmoothField v` says that \(v\) is \(C^\infty\) in \((x,t)\) together, so \(v\) has no poles or jumps. By hand it permits the Leibniz rule up to \(v_{xxxx}\) and the exchange \(v_{xt} = v_{tx}\), where \(v_{xt} = \partial_t\partial_x v\). In the proof, `slices` identifies the two partial derivatives with the total derivative on \((1,0)\) and \((0,1)\). It allows any normed target space because `dt_dx` applies it to the total derivative itself.

```lean
/-- Derivatives along the position and time lines are the total derivative evaluated on
`(1,0)` and `(0,1)`. -/
theorem slices {E : Type*} [NormedAddCommGroup E] [NormedSpace ℝ E] {F : ℝ × ℝ → E}
    (hF : Differentiable ℝ F) (x t : ℝ) :
    HasDerivAt (fun y => F (y, t)) (fderiv ℝ F (x, t) (1, 0)) x ∧
      HasDerivAt (fun s => F (x, s)) (fderiv ℝ F (x, t) (0, 1)) t := by
  have h1 : HasDerivAt (fun y : ℝ => (y, t)) ((1 : ℝ), (0 : ℝ)) x :=
    (hasDerivAt_id' x).prodMk (hasDerivAt_const x t)
  have h2 : HasDerivAt (fun s : ℝ => (x, s)) ((0 : ℝ), (1 : ℝ)) t :=
    (hasDerivAt_const t x).prodMk (hasDerivAt_id' t)
  exact ⟨HasFDerivAt.comp_hasDerivAt (f := fun y : ℝ => (y, t)) x (hF (x, t)).hasFDerivAt h1,
    HasFDerivAt.comp_hasDerivAt (f := fun s : ℝ => (x, s)) t (hF (x, t)).hasFDerivAt h2⟩
```

`partials` shows that both derivatives exist and are again smooth, so it can be iterated; `dt_dx` obtains the exchange from the symmetry of the second total derivative.

```lean
/-- Both partial derivatives of a smooth field exist everywhere and are smooth fields. -/
theorem partials {f : ℝ → ℝ → ℝ} (hf : SmoothField f) :
    SmoothField (dx f) ∧ SmoothField (dt f) ∧ ∀ x t,
      HasDerivAt (fun y => f y t) (dx f x t) x ∧ HasDerivAt (fun s => f x s) (dt f x t) t := by
  obtain ⟨h1, h2⟩ := contDiff_infty_iff_fderiv.1 hf
  have ex : uncurry (dx f) = fun p => fderiv ℝ (uncurry f) p (1, 0) :=
    funext fun p => (slices h1 p.1 p.2).1.deriv
  have et : uncurry (dt f) = fun p => fderiv ℝ (uncurry f) p (0, 1) :=
    funext fun p => (slices h1 p.1 p.2).2.deriv
  refine ⟨?_, ?_, fun x t => ⟨(slices h1 x t).1.differentiableAt.hasDerivAt,
    (slices h1 x t).2.differentiableAt.hasDerivAt⟩⟩
  · unfold SmoothField; rw [ex]; exact h2.clm_apply contDiff_const
  · unfold SmoothField; rw [et]; exact h2.clm_apply contDiff_const

/-- The mixed partial derivatives of a smooth field agree. -/
theorem dt_dx {f : ℝ → ℝ → ℝ} (hf : SmoothField f) (x t : ℝ) :
    dt (dx f) x t = dx (dt f) x t := by
  obtain ⟨h1, h2⟩ := contDiff_infty_iff_fderiv.1 hf
  have h3 := (contDiff_infty_iff_fderiv.1 h2).1
  have ex : ∀ y s, dx f y s = fderiv ℝ (uncurry f) (y, s) (1, 0) :=
    fun y s => (slices h1 y s).1.deriv
  have et : ∀ y s, dt f y s = fderiv ℝ (uncurry f) (y, s) (0, 1) :=
    fun y s => (slices h1 y s).2.deriv
  have A := ((slices h3 x t).2.clm_apply (hasDerivAt_const t ((1 : ℝ), (0 : ℝ)))).deriv
  have B := ((slices h3 x t).1.clm_apply (hasDerivAt_const x ((0 : ℝ), (1 : ℝ)))).deriv
  show deriv (fun s => dx f x s) t = deriv (fun y => dt f y t) x
  simp only [ex, et]
  refine A.trans (Eq.trans ?_ B.symm)
  simp only [map_zero, add_zero]
  exact second_derivative_symmetric (fun y => (h1 y).hasFDerivAt) (h3 (x, t)).hasFDerivAt _ _
```

Smoothness along each coordinate line separately does not guarantee the exchange, and the term \(\sigma(v_{xt}-v_{tx})\) could survive. Where a slice is not differentiable, `deriv` returns zero, so the expressions stay defined but the Leibniz rule is unavailable.

## The condition \(\sigma^2 = 1\)

The two values \(\sigma = \pm1\) give the partner potentials \(v^2 \pm v_x + \lambda\), and the unit modulus matches the unit coefficients of \(u_{xxx}\) and \(\partial_x^2\). The Leibniz rule gives
\[ u_t = 2vv_t + \sigma v_{xt}, \qquad u_x = 2vv_x + \sigma v_{xx}, \]
\[ u_{xx} = 2v_x^2 + 2vv_{xx} + \sigma v_{xxx}, \qquad u_{xxx} = 6v_xv_{xx} + 2vv_{xxx} + \sigma v_{xxxx}, \]
\[ -6uu_x = -12v(v^2+\lambda)v_x - 6\sigma(v^2+\lambda)v_{xx} - 12\sigma vv_x^2 - 6\sigma^2 v_xv_{xx}. \]
On the other side, with \(M = M_\lambda[v]\),
\[ 2vM = 2vv_t - 12v(v^2+\lambda)v_x + 2vv_{xxx}, \]
\[ \sigma M_x = \sigma v_{tx} - 12\sigma vv_x^2 - 6\sigma(v^2+\lambda)v_{xx} + \sigma v_{xxxx}. \]
Subtracting term by term leaves
\[ K[u] - 2vM - \sigma M_x = \sigma(v_{xt}-v_{tx}) + 6(1-\sigma^2)\,v_xv_{xx}. \]
Smoothness removes the first remainder and \(\sigma^2=1\) the second.

`miura_identity` states the equality at every point, with no equation of motion imposed on \(v\). The steps `u1`, `u2`, `u3`, `ut` and `r` are the formulas for \(u_x\), \(u_{xx}\), \(u_{xxx}\), \(u_t\) and \(M_x\). Rewriting with `dt_dx hv` is the exchange, and `hσ` enters only in the last line, multiplied by \(-6v_xv_{xx}\).

```lean
/-- Miura identity: for smooth `v` and `σ² = 1`, the KdV expression of `v² + σ v_x + lam`
equals `2 v + σ ∂ₓ` applied to `v_t - 6 (v² + lam) v_x + v_xxx`. -/
theorem miura_identity {v : ℝ → ℝ → ℝ} (hv : SmoothField v) {σ : ℝ} (hσ : σ ^ 2 = 1)
    (lam x t : ℝ) :
    kdv (miura σ lam v) x t = 2 * v x t * mkdv lam v x t + σ * dx (mkdv lam v) x t := by
  obtain ⟨sb, st, Da⟩ := partials hv
  obtain ⟨sc, -, Db⟩ := partials sb
  obtain ⟨sd, -, Dc⟩ := partials sc
  obtain ⟨-, -, Dd⟩ := partials sd
  obtain ⟨-, -, Dt⟩ := partials st
  -- Leibniz rule for u_x, u_xx, u_xxx and u_t
  have u1 : dx (miura σ lam v) =
      fun x t => 2 * v x t * dx v x t + σ * dx (dx v) x t := by
    funext x t
    exact ((((Da x t).1.fun_pow 2).fun_add ((Db x t).1.const_mul σ)).add_const lam).deriv.trans
      (by ring)
  have u2 : dx (dx (miura σ lam v)) = fun x t =>
      2 * dx v x t ^ 2 + 2 * v x t * dx (dx v) x t + σ * dx (dx (dx v)) x t := by
    rw [u1]; funext x t
    exact ((((Da x t).1.const_mul 2).fun_mul (Db x t).1).fun_add
      ((Dc x t).1.const_mul σ)).deriv.trans (by ring)
  have u3 : dx (dx (dx (miura σ lam v))) x t = 6 * dx v x t * dx (dx v) x t
      + 2 * v x t * dx (dx (dx v)) x t + σ * dx (dx (dx (dx v))) x t := by
    rw [u2]
    exact (((((Db x t).1.fun_pow 2).const_mul 2).fun_add (((Da x t).1.const_mul 2).fun_mul
      (Dc x t).1)).fun_add ((Dd x t).1.const_mul σ)).deriv.trans (by ring)
  have ut : dt (miura σ lam v) x t = 2 * v x t * dt v x t + σ * dt (dx v) x t :=
    ((((Da x t).2.fun_pow 2).fun_add ((Db x t).2.const_mul σ)).add_const lam).deriv.trans
      (by ring)
  have r : dx (mkdv lam v) x t = dx (dt v) x t - 12 * v x t * dx v x t ^ 2
      - 6 * (v x t ^ 2 + lam) * dx (dx v) x t + dx (dx (dx (dx v))) x t :=
    (((Dt x t).1.fun_sub (((((Da x t).1.fun_pow 2).add_const lam).const_mul 6).fun_mul
      (Db x t).1)).fun_add (Dd x t).1).deriv.trans (by ring)
  unfold kdv
  rw [u3, ut, u1, r, dt_dx hv]
  simp only [miura, mkdv]
  -- the two sides differ by 6 (1 - σ²) v_x v_xx
  linear_combination (-6 * dx v x t * dx (dx v) x t) * hσ
```

As a numerical instance take \(v = x^2\), \(\lambda = 0\), \(x = 1\). Then \(M = -12x^5 = -12\) and \(M_x = -60\). For \(\sigma = 1\), \(u = x^4+2x = 3\), \(u_x = 6\), \(u_{xxx} = 24\), so \(K = -108+24 = -84\), and \(2vM + M_x = -24-60 = -84\). For \(\sigma = 2\), \(u = 5\) and \(u_x = 8\), so \(K = -216\) against \(-24-120 = -144\); the gap \(-72\) equals \(6(1-4)\cdot2\cdot2\).

## The modified equation on the whole plane

The hypothesis `h` of `kdv_of_mkdv` says that \(v\) follows the modified flow at every point. The right-hand side contains \(M_x\), so \(M = 0\) at a single point would leave \(K = \sigma M_x\) there. The proof replaces `mkdv lam v` by the zero function `e`, whose derivative vanishes. A solution \(v\) is assumed given; existence for prescribed initial data is not treated.

```lean
/-- If smooth `v` solves `v_t - 6 (v² + lam) v_x + v_xxx = 0` and `σ² = 1`, then
`v² + σ v_x + lam` solves the KdV equation. -/
theorem kdv_of_mkdv {v : ℝ → ℝ → ℝ} (hv : SmoothField v) {σ : ℝ} (hσ : σ ^ 2 = 1) {lam : ℝ}
    (h : ∀ x t, mkdv lam v x t = 0) (x t : ℝ) : kdv (miura σ lam v) x t = 0 := by
  have e : mkdv lam v = fun _ _ => 0 := funext₂ h
  rw [miura_identity hv hσ, e]
  simp [dx]
```

## Both signs for the converse

`kdv_pair_iff_mkdv` says that both partner potentials solve KdV exactly when \(M = 0\). Adding the identities for \(\sigma = 1\) and \(\sigma = -1\) cancels \(M_x\) and gives \(4vM = 0\), which is `p`. Suppose \(M \ne 0\) at some point. Smoothness makes \(M\) continuous (`cR`), so \(M \neq 0\) nearby along both coordinate lines, and \(v\) vanishes there (`ex`, `et`). Then \(v_x\), \(v_{xxx}\) and \(v_t\) vanish at the point (`e1`, `e3`, `e0`), and every term of \(M\) is zero, a contradiction. The last theorem shows what happens with one sign only.

```lean
/-- For smooth `v`, both `v² + v_x + lam` and `v² - v_x + lam` solve the KdV equation exactly
when `v_t - 6 (v² + lam) v_x + v_xxx = 0`. -/
theorem kdv_pair_iff_mkdv {v : ℝ → ℝ → ℝ} (hv : SmoothField v) (lam : ℝ) :
    ((∀ x t, kdv (miura 1 lam v) x t = 0) ∧ ∀ x t, kdv (miura (-1) lam v) x t = 0) ↔
      ∀ x t, mkdv lam v x t = 0 := by
  refine ⟨fun ⟨h1, h2⟩ x t => ?_,
    fun h => ⟨kdv_of_mkdv hv (by norm_num) h, kdv_of_mkdv hv (by norm_num) h⟩⟩
  by_contra hne
  -- adding the two identities gives v M = 0
  have p : ∀ y s, v y s * mkdv lam v y s = 0 := fun y s => by
    have a := miura_identity hv (σ := 1) (by norm_num) lam y s
    have b := miura_identity hv (σ := -1) (by norm_num) lam y s
    rw [h1] at a; rw [h2] at b
    linarith
  obtain ⟨sb, st, -⟩ := partials hv
  have sd := (partials (partials sb).1).1
  have cR : Continuous fun q : ℝ × ℝ => mkdv lam v q.1 q.2 := by
    have := ((ContDiff.continuous st).sub
      (((continuous_const : Continuous fun _ : ℝ × ℝ => (6 : ℝ)).mul
        (((ContDiff.continuous hv).pow 2).add
          (continuous_const : Continuous fun _ : ℝ × ℝ => lam))).mul
        (ContDiff.continuous sb))).add (ContDiff.continuous sd)
    exact this
  have cx : Continuous fun y => mkdv lam v y t :=
    cR.comp (by fun_prop : Continuous fun y : ℝ => (y, t))
  have ct : Continuous fun s => mkdv lam v x s :=
    cR.comp (by fun_prop : Continuous fun s : ℝ => (x, s))
  -- so v vanishes near the point, together with its derivatives
  have ex : (fun y => v y t) =ᶠ[𝓝 x] fun _ => 0 :=
    (cx.continuousAt.eventually_ne hne).mono fun y hy =>
      (mul_eq_zero.1 (p y t)).resolve_right hy
  have et : (fun s => v x s) =ᶠ[𝓝 t] fun _ => 0 :=
    (ct.continuousAt.eventually_ne hne).mono fun s hs =>
      (mul_eq_zero.1 (p x s)).resolve_right hs
  have step : ∀ f : ℝ → ℝ → ℝ, ((fun y => f y t) =ᶠ[𝓝 x] fun _ => 0) →
      (fun y => dx f y t) =ᶠ[𝓝 x] fun _ => 0 :=
    fun f h => h.deriv.trans (Eventually.of_forall fun y => deriv_const y 0)
  have e1 : dx v x t = 0 := (step v ex).eq_of_nhds
  have e3 : dx (dx (dx v)) x t = 0 := (step _ (step _ (step v ex))).eq_of_nhds
  have e0 : dt v x t = 0 := et.deriv_eq.trans (deriv_const t 0)
  apply hne
  unfold mkdv
  rw [e1, e3, e0]; ring
```

## The first-order equation \(\psi_x = \sigma v\psi\)

This hypothesis says that \(\sigma v\) is the logarithmic derivative of a real smooth function \(\psi\) wherever \(\psi \neq 0\). It is assumed, not solved. Differentiating, \(\psi_{xx} = \sigma v_x\psi + \sigma^2v^2\psi\), hence
\[ -\psi_{xx} + u\psi = \lambda\psi + (1-\sigma^2)v^2\psi, \]
and \(\sigma^2 = 1\) again removes the remainder. In the proof `d` is the product rule, which takes the differentiability of both fields in \(x\) from their smoothness, and `h` is used twice: as the function equality `e` and to substitute \(\psi_x\).

```lean
/-- If smooth `ψ` and `v` obey `ψ_x = σ v ψ` with `σ² = 1`, then `-ψ_xx + u ψ = lam ψ` for the
potential `u = v² + σ v_x + lam`. -/
theorem schroedinger_of_riccati {v ψ : ℝ → ℝ → ℝ} (hv : SmoothField v) (hψ : SmoothField ψ)
    {σ : ℝ} (hσ : σ ^ 2 = 1) (h : ∀ x t, dx ψ x t = σ * v x t * ψ x t) (lam x t : ℝ) :
    -dx (dx ψ) x t + miura σ lam v x t * ψ x t = lam * ψ x t := by
  have e : dx ψ = fun x t => σ * v x t * ψ x t := funext₂ h
  have d : dx (fun x t => σ * v x t * ψ x t) x t =
      σ * dx v x t * ψ x t + σ * v x t * dx ψ x t :=
    ((((partials hv).2.2 x t).1.const_mul σ).fun_mul ((partials hψ).2.2 x t).1).deriv
  rw [← e, h x t] at d
  rw [d, miura]
  linear_combination (-(v x t) ^ 2 * ψ x t) * hσ
```

For a single particle in one dimension, this says that \(\psi\) solves the stationary Schrödinger equation in the potential \(u(\cdot,t)\) at the same energy \(\lambda\) for every \(t\). The theorem requires neither normalisability nor \(\psi \neq 0\), and it does not establish that the spectrum is conserved along the flow. A wavefunction with a simple node has a pole in \(\psi_x/\psi\) and falls outside the smooth setting.

## Width and speed of the kink

For \(v = \kappa\tanh\kappa(x-ct)\), the rule \(\tanh' = 1-\tanh^2\) gives \(v_x = \kappa^2 - v^2\) and \(v_t = -c(\kappa^2-v^2)\). Then \(v_{xx} = -2v(\kappa^2-v^2)\), and \(v_{xxx} = -2v_x(\kappa^2-v^2) + 4v^2v_x = (6v^2-2\kappa^2)(\kappa^2-v^2)\). The \(6v^2\) terms cancel in the sum:
\[ M = -(c+6\lambda+2\kappa^2)(\kappa^2-v^2). \]
`kink_mkdv` holds for all real \(\kappa\), \(c\), \(\lambda\); `T` is the rule for \(\tanh\), and `d0`, `Ht`, `d2`, `d3` are the four derivatives.

```lean
/-- The kink `v` is smooth, obeys `v_x = κ² - v²`, and has
`v_t - 6 (v² + lam) v_x + v_xxx = -(c + 6 lam + 2 κ²) (κ² - v²)`. -/
theorem kink_mkdv (κ c : ℝ) :
    SmoothField (kink κ c) ∧ (∀ x t, dx (kink κ c) x t = κ ^ 2 - kink κ c x t ^ 2) ∧
      ∀ lam x t, mkdv lam (kink κ c) x t =
        -(c + 6 * lam + 2 * κ ^ 2) * (κ ^ 2 - kink κ c x t ^ 2) := by
  have e : Real.tanh = fun z => Real.sinh z / Real.cosh z := funext Real.tanh_eq_sinh_div_cosh
  have T : ∀ z, HasDerivAt Real.tanh (1 - Real.tanh z ^ 2) z := fun z => by
    have hc := (Real.cosh_pos z).ne'
    have h := (Real.hasDerivAt_sinh z).fun_div (Real.hasDerivAt_cosh z) hc
    rw [Real.tanh_eq_sinh_div_cosh z, e]
    refine h.congr_deriv ?_
    field_simp
    try ring
  have sT : ContDiff ℝ ∞ Real.tanh := by
    rw [e]; exact Real.contDiff_sinh.div Real.contDiff_cosh fun z => (Real.cosh_pos z).ne'
  have Hx : ∀ x t, HasDerivAt (fun y => kink κ c y t) (κ ^ 2 - kink κ c x t ^ 2) x :=
    fun x t => by
      have h := ((T _).comp x (((hasDerivAt_id' x).sub_const (c * t)).const_mul κ)).const_mul κ
      exact h.congr_deriv (by simp only [kink]; ring)
  have Ht : ∀ x t, dt (kink κ c) x t = -c * (κ ^ 2 - kink κ c x t ^ 2) := fun x t => by
    have h := ((T _).comp t
      ((((hasDerivAt_id' t).const_mul c).const_sub x).const_mul κ)).const_mul κ
    exact h.deriv.trans (by simp only [kink]; ring)
  have d0 : ∀ x t, dx (kink κ c) x t = κ ^ 2 - kink κ c x t ^ 2 := fun x t => (Hx x t).deriv
  have d1 : dx (kink κ c) = fun x t => κ ^ 2 - kink κ c x t ^ 2 := funext₂ d0
  have d2 : dx (dx (kink κ c)) =
      fun x t => -2 * kink κ c x t * (κ ^ 2 - kink κ c x t ^ 2) := by
    rw [d1]; funext x t
    exact (((Hx x t).fun_pow 2).const_sub (κ ^ 2)).deriv.trans (by ring)
  refine ⟨?_, d0, fun lam x t => ?_⟩
  · show ContDiff ℝ ∞ fun p : ℝ × ℝ => κ * Real.tanh (κ * (p.1 - c * p.2))
    exact contDiff_const.mul
      (sT.comp (by fun_prop : ContDiff ℝ ∞ fun p : ℝ × ℝ => κ * (p.1 - c * p.2)))
  · have d3 : dx (dx (dx (kink κ c))) x t =
        (6 * kink κ c x t ^ 2 - 2 * κ ^ 2) * (κ ^ 2 - kink κ c x t ^ 2) := by
      rw [d2]
      exact (((Hx x t).const_mul (-2)).fun_mul
        (((Hx x t).fun_pow 2).const_sub (κ ^ 2))).deriv.trans (by ring)
    unfold mkdv
    rw [d3, Ht, d0]; ring
```

Choosing \(\lambda = -\kappa^2\) and \(c = 4\kappa^2\) makes the prefactor vanish. With \(\sigma = -1\), \(u = 2v^2 - 2\kappa^2 = -2\kappa^2\operatorname{sech}^2\kappa(x-4\kappa^2t)\), a moving attractive well. `kdv_soliton` identifies this profile with the Miura image in `e` and applies `kdv_of_mkdv`; at \(\kappa = 0\) the profile is zero.

```lean
/-- The profile `-2 κ² / cosh² (κ (x - 4 κ² t))` solves the KdV equation. -/
theorem kdv_soliton (κ x t : ℝ) :
    kdv (fun x t => -2 * κ ^ 2 / Real.cosh (κ * (x - 4 * κ ^ 2 * t)) ^ 2) x t = 0 := by
  obtain ⟨hs, h1, h2⟩ := kink_mkdv κ (4 * κ ^ 2)
  -- the profile is the Miura image of the kink with σ = -1, lam = -κ²
  have e : (fun x t => -2 * κ ^ 2 / Real.cosh (κ * (x - 4 * κ ^ 2 * t)) ^ 2) =
      miura (-1) (-κ ^ 2) (kink κ (4 * κ ^ 2)) := by
    funext x t
    simp only [miura, h1, kink]
    generalize κ * (x - 4 * κ ^ 2 * t) = z
    have hc := (Real.cosh_pos z).ne'
    have h : Real.tanh z ^ 2 = 1 - 1 / Real.cosh z ^ 2 := by
      rw [Real.tanh_eq_sinh_div_cosh, div_pow, Real.sinh_sq]; field_simp
    linear_combination (-2 * κ ^ 2) * h
  rw [e]
  exact kdv_of_mkdv hs (by norm_num) (fun x t => by rw [h2]; ring) x t
```

With \(\sigma = 1\) the image is the constant \(\kappa^2+\lambda\), which solves KdV at any speed, while \(M(0,0) = -(c+6\lambda+2\kappa^2)\kappa^2\). The hypothesis `hκ` says that the kink is not identically zero, and `hc` that it moves at a speed other than the one the modified equation selects. Each makes one factor nonzero in the final `mul_ne_zero`; if either fails, \(M\) vanishes everywhere. So one image solving KdV does not force \(M = 0\).

```lean
/-- For a kink `v` with `κ ≠ 0` and `c + 6 lam + 2 κ² ≠ 0`, the field `v² + v_x + lam` solves
the KdV equation while `v_t - 6 (v² + lam) v_x + v_xxx` is nonzero at the origin. -/
theorem single_image_not_enough {κ c lam : ℝ} (hκ : κ ≠ 0)
    (hc : c + 6 * lam + 2 * κ ^ 2 ≠ 0) :
    (∀ x t, kdv (miura 1 lam (kink κ c)) x t = 0) ∧ mkdv lam (kink κ c) 0 0 ≠ 0 := by
  obtain ⟨-, h1, h2⟩ := kink_mkdv κ c
  have e : miura 1 lam (kink κ c) = fun _ _ => κ ^ 2 + lam := by
    funext x t; rw [miura, h1]; ring
  refine ⟨fun x t => by rw [e]; simp [kdv, dx, dt], ?_⟩
  have z : kink κ c 0 0 = 0 := by simp [kink]
  rw [h2, z]
  exact mul_ne_zero (neg_ne_zero.2 hc) (by simpa using hκ)

end

end MiuraMap
```
```lean
#print axioms MiuraMap.miura_identity
#print axioms MiuraMap.schroedinger_of_riccati
#print axioms MiuraMap.kdv_soliton
#print axioms MiuraMap.single_image_not_enough
```

```
'MiuraMap.miura_identity' depends on axioms: [propext, Classical.choice, Quot.sound]
'MiuraMap.schroedinger_of_riccati' depends on axioms: [propext, Classical.choice, Quot.sound]
'MiuraMap.kdv_soliton' depends on axioms: [propext, Classical.choice, Quot.sound]
'MiuraMap.single_image_not_enough' depends on axioms: [propext, Classical.choice, Quot.sound]
```

## Fields as elements of a differential ring

An algebraic formulation takes \(v\) in a commutative ring with two commuting derivations, and \(\sigma\), \(\lambda\) as constants annihilated by both, with \(\sigma^2 = 1\). The Leibniz rule and the exchange \(v_{xt}=v_{tx}\) then become assumptions, and the identity holds in every such ring, including meromorphic functions with poles. The continuity argument for the converse is not available there, and the converse does not hold in every such ring: in \(\mathbb F_2[t]\) with \(\partial_x = 0\) and \(v = t\), both images have \(K = 2t = 0\) while \(M = 1\). The kink computation carries over to any element with \(v_x = \kappa^2 - v^2\) and \(v_t = -c(\kappa^2 - v^2)\); its identification with \(\tanh\) is where actual functions enter. This variant was not formalised, and the same holds for the numerical instance and the remarks on failed hypotheses that no theorem above states.
